# Central differences of a noisy Lipschitz response: bounded variance with common random numbers, divergence with independent samples

## Definitions and conventions

A stochastic simulation returns a number F(w,t), where t is a model parameter measured from its reference value and w stands for all the random numbers used in the run. The sensitivity of the average output to t is estimated from runs at t = h and t = −h. The two runs can share their random numbers or draw them separately, and the problems below compare the variances that result as the step h shrinks.

The outcomes w form a finite set Ω.

```lean
import Mathlib

open Filter Topology

namespace CommonRandomNumbers

noncomputable section

variable {Ω : Type*} [Fintype Ω] {p : Ω → ℝ} {F : Ω → ℝ → ℝ} {L h : ℝ}
```

They carry weights p(w), which are nonnegative and sum to one.

```lean
/-- The weights `p` form a probability distribution on a finite set of outcomes. -/
structure IsProb (p : Ω → ℝ) : Prop where
  nonneg : ∀ w, 0 ≤ p w
  total : ∑ w, p w = 1
```

Write E X for the mean of an observable X, and Var X for its mean square deviation from E X, with no sample-size correction.

```lean
/-- Weighted mean of an observable. -/
def mean (p X : Ω → ℝ) : ℝ := ∑ w, p w * X w

/-- Variance: the mean square deviation from the mean. -/
def variance (p X : Ω → ℝ) : ℝ := mean p (fun w => (X w - mean p X) ^ 2)
```

Two independent draws are a pair (a,b) in Ω × Ω with weight p(a)p(b). Means and variances over pairs are written E₂ and Var₂; in Lean they are the same functions `mean` and `variance`, applied to these weights.

```lean
/-- Product weights, describing two independent draws from `p`. -/
def pairWeight (p : Ω → ℝ) (w : Ω × Ω) : ℝ := p w.1 * p w.2
```

The response is Lipschitz with one constant L for all outcomes: at fixed random numbers, the output changes by at most L times the change in t. Physically, this limits how strongly any single run reacts to the parameter. It excludes jumps, such as those that an accept/reject decision can produce when t moves across a threshold. Differentiability is not assumed. The definition asks for the bound at all real s and t, but for a given h the proofs of the variance bounds use it only at −h, 0 and h.

```lean
/-- Every outcome gives a response that is Lipschitz in the parameter with constant `L`. -/
def LipschitzResponse (F : Ω → ℝ → ℝ) (L : ℝ) : Prop :=
  ∀ w s t, |F w s - F w t| ≤ L * |s - t|
```

The common-number estimator, called D below, uses one outcome on both sides. The independent estimator, called I, uses a for the run at h and b for the run at −h. Both divide by 2h, so the statements about them require h ≠ 0 or h > 0.

```lean
/-- Central difference at zero with the same random outcome on both sides, for `h ≠ 0`. -/
def commonDiff (F : Ω → ℝ → ℝ) (h : ℝ) (w : Ω) : ℝ := (F w h - F w (-h)) / (2 * h)

/-- Central difference at zero with a separate random outcome on each side, for `h ≠ 0`. -/
def indepDiff (F : Ω → ℝ → ℝ) (h : ℝ) (w : Ω × Ω) : ℝ :=
  (F w.1 h - F w.2 (-h)) / (2 * h)
```

Treating runs with different seeds of a pseudorandom generator as independent draws from p is a modelling assumption that the theorems don't justify.

## (a) Deviation about an arbitrary reference value

Express the mean square deviation of X from a number m through its variance and its mean. Show that

E[(X − m)²] = Var X + (E X − m)².

**Solution.** For any number c, expanding the square and using Σ p(w) = 1 gives

E[(X − c)²] = E[X²] − 2c E X + c².

With c = E X this reads Var X = E[X²] − (E X)². With c = m it becomes

E[(X − m)²] = Var X + (E X)² − 2m E X + m²,

and the last three terms form the required square. In Lean, `key` is the expansion for general c, used once at `m` and once at `mean p X`.

```lean
/-- The mean square deviation from any reference value `m` is the variance plus the squared
distance of the mean from `m`. -/
theorem mean_sq_dev (hp : IsProb p) (X : Ω → ℝ) (m : ℝ) :
    mean p (fun w => (X w - m) ^ 2) = variance p X + (mean p X - m) ^ 2 := by
  have key : ∀ c : ℝ, mean p (fun w => (X w - c) ^ 2)
      = mean p (fun w => X w ^ 2) - 2 * c * mean p X + c ^ 2 * ∑ w, p w := by
    intro c
    simp only [mean, Finset.mul_sum, ← Finset.sum_sub_distrib, ← Finset.sum_add_distrib]
    exact Finset.sum_congr rfl fun w _ => by ring
  rw [variance, key m, key (mean p X), hp.total]
  ring
```

## (b) Variance under a bounded perturbation

Suppose that |X(w) − Y(w)| ≤ d for every outcome. Bound one variance by the other:

Var X ≤ 2 Var Y + 2d².

**Solution.** Put μ = E Y and split X − μ = (X − Y) + (Y − μ). For real numbers u and v,

2u² + 2v² − (u + v)² = (u − v)² ≥ 0,

so (X − μ)² ≤ 2d² + 2(Y − μ)² in every outcome. Averaging with nonnegative weights gives

E[(X − μ)²] ≤ 2 Var Y + 2d².

By (a) with m = μ, the left side is at least Var X. In the proof, `nlinarith` receives the square (u − v)² as a hint, and `Finset.sum_le_sum` does the averaging.

```lean
/-- If two observables differ by at most `d` in every outcome, the variance of one is at most
twice the variance of the other plus `2 d ^ 2`. -/
theorem variance_perturb (hp : IsProb p) {X Y : Ω → ℝ} {d : ℝ}
    (hd : ∀ w, |X w - Y w| ≤ d) : variance p X ≤ 2 * variance p Y + 2 * d ^ 2 := by
  have h1 := mean_sq_dev hp X (mean p Y)
  have h2 : mean p (fun w => (X w - mean p Y) ^ 2) ≤ 2 * variance p Y + 2 * d ^ 2 := by
    calc mean p (fun w => (X w - mean p Y) ^ 2)
        ≤ ∑ w, (2 * (p w * (Y w - mean p Y) ^ 2) + 2 * d ^ 2 * p w) := by
          refine Finset.sum_le_sum fun w _ => ?_
          have a := sq_le_sq' (abs_le.mp (hd w)).1 (abs_le.mp (hd w)).2
          have b : (X w - mean p Y) ^ 2 ≤ 2 * (Y w - mean p Y) ^ 2 + 2 * d ^ 2 := by
            nlinarith [sq_nonneg ((X w - Y w) - (Y w - mean p Y))]
          exact (mul_le_mul_of_nonneg_left b (hp.nonneg w)).trans_eq (by ring)
      _ = 2 * variance p Y + 2 * d ^ 2 := by
          rw [Finset.sum_add_distrib, ← Finset.mul_sum, ← Finset.mul_sum, hp.total, mul_one]
          rfl
  linarith [sq_nonneg (mean p X - mean p Y)]
```

## (c) Equal means for the two estimators

Show that, for h ≠ 0, sharing the random numbers doesn't change what is estimated:

2h E D = 2h E₂ I = E F(·,h) − E F(·,−h).

**Solution.** For D, multiply by 2h and use linearity of the mean. For I, the double sum separates:

Σ p(a)p(b) [F(a,h) − F(b,−h)] = E F(·,h) · Σ p(b) − Σ p(a) · E F(·,−h).

Both remaining sums of weights equal one. Lean states the result as two equations joined by `∧`. In each half, `hq` clears the denominator and `linear_combination` compares the sums term by term.

```lean
/-- For `h ≠ 0` both estimators have the same mean: `2 h` times it is the difference of the
mean responses at `h` and `-h`. -/
theorem mean_estimators (hp : IsProb p) (F : Ω → ℝ → ℝ) (hh : h ≠ 0) :
    2 * h * mean p (commonDiff F h) = mean p (fun w => F w h) - mean p (fun w => F w (-h)) ∧
    2 * h * mean (pairWeight p) (indepDiff F h)
      = mean p (fun w => F w h) - mean p (fun w => F w (-h)) := by
  constructor
  · have hq : ∀ w, 2 * h * commonDiff F h w = F w h - F w (-h) := by
      intro w
      simp only [commonDiff]
      field_simp
    simp only [mean, Finset.mul_sum, ← Finset.sum_sub_distrib]
    exact Finset.sum_congr rfl fun w _ => by linear_combination p w * hq w
  · have hq : ∀ a b, 2 * h * indepDiff F h (a, b) = F a h - F b (-h) := by
      intro a b
      simp only [indepDiff]
      field_simp
    have m1 : 2 * h * mean (pairWeight p) (indepDiff F h)
        = mean p (fun w => F w h) * (∑ w, p w) - (∑ w, p w) * mean p (fun w => F w (-h)) := by
      simp only [mean, pairWeight, Fintype.sum_prod_type, Finset.sum_mul_sum]
      simp only [Finset.mul_sum, ← Finset.sum_sub_distrib]
      exact Finset.sum_congr rfl fun a _ => Finset.sum_congr rfl fun b _ => by
        linear_combination p a * p b * hq a b
    rw [m1, hp.total, mul_one, one_mul]
```

## (d) The bound for common random numbers

For an L-Lipschitz response, bound the variance of D uniformly in h > 0:

Var D ≤ L².

**Solution.** The points h and −h are 2h apart, so |F(w,h) − F(w,−h)| ≤ 2hL, and hence |D(w)| ≤ L for every w. Part (a) with m = 0 gives

Var D = E[D²] − (E D)² ≤ E[D²] ≤ L².

The pointwise bound is `hb`, and its averaged square is `h3`.

```lean
/-- With common random numbers and an `L`-Lipschitz response, the central difference has
variance at most `L ^ 2` for every step `h > 0`. -/
theorem common_variance_le (hp : IsProb p) (hF : LipschitzResponse F L) (hh : 0 < h) :
    variance p (commonDiff F h) ≤ L ^ 2 := by
  have h2 : 0 < 2 * h := by positivity
  -- each single difference quotient is bounded by the Lipschitz constant
  have hb : ∀ w, |commonDiff F h w| ≤ L := by
    intro w
    have hw := hF w h (-h)
    rw [show h - -h = 2 * h by ring, abs_of_pos h2] at hw
    rw [commonDiff, abs_div, abs_of_pos h2, div_le_iff₀ h2]
    exact hw
  have h1 := mean_sq_dev hp (commonDiff F h) 0
  have h3 : mean p (fun w => (commonDiff F h w - 0) ^ 2) ≤ L ^ 2 := by
    calc mean p (fun w => (commonDiff F h w - 0) ^ 2) ≤ ∑ w, p w * L ^ 2 := by
          refine Finset.sum_le_sum fun w _ => mul_le_mul_of_nonneg_left ?_ (hp.nonneg w)
          simp only [sub_zero]
          exact sq_le_sq' (abs_le.mp (hb w)).1 (abs_le.mp (hb w)).2
      _ = L ^ 2 := by rw [← Finset.sum_mul, hp.total, one_mul]
  linarith [sq_nonneg (mean p (commonDiff F h) - 0)]
```

## (e) Variances add for independent samples

Find the variance of I for h ≠ 0, with no Lipschitz condition:

4h² Var₂ I = Var F(·,h) + Var F(·,−h).

**Solution.** Write A = F(·,h) and B = F(·,−h). Under the product weights the cross term factorises, so

4h² E₂[I²] = E[A²] − 2 (E A)(E B) + E[B²].

By (c), the squared mean is

4h² (E₂ I)² = (E A)² − 2 (E A)(E B) + (E B)².

Subtracting cancels the cross terms and leaves Var A + Var B. In Lean, `hpair` shows that the product weights are a probability distribution, so that (a) applies to pairs as well. The second moment is `m2`, the mean is `m1`, and the last `linear_combination` performs the subtraction.

```lean
/-- With independent samples and `h ≠ 0`, the variances of the two responses add:
`4 h ^ 2` times the variance of the central difference is their sum. -/
theorem indep_variance (hp : IsProb p) (F : Ω → ℝ → ℝ) (hh : h ≠ 0) :
    4 * h ^ 2 * variance (pairWeight p) (indepDiff F h)
      = variance p (fun w => F w h) + variance p (fun w => F w (-h)) := by
  have hpair : IsProb (pairWeight p) :=
    ⟨fun w => mul_nonneg (hp.nonneg w.1) (hp.nonneg w.2), by
      simp only [pairWeight, Fintype.sum_prod_type, ← Finset.mul_sum, hp.total, mul_one]⟩
  have hq : ∀ a b, 2 * h * indepDiff F h (a, b) = F a h - F b (-h) := by
    intro a b
    simp only [indepDiff]
    field_simp
  have m1 := (mean_estimators hp F hh).2
  -- the second moment factorises over the two draws
  have m2 : 4 * h ^ 2 * mean (pairWeight p) (fun w => indepDiff F h w ^ 2)
      = mean p (fun w => F w h ^ 2) * (∑ w, p w)
        - 2 * (mean p (fun w => F w h) * mean p (fun w => F w (-h)))
        + (∑ w, p w) * mean p (fun w => F w (-h) ^ 2) := by
    simp only [mean, pairWeight, Fintype.sum_prod_type, Finset.sum_mul_sum]
    simp only [Finset.mul_sum, ← Finset.sum_sub_distrib, ← Finset.sum_add_distrib]
    exact Finset.sum_congr rfl fun a _ => Finset.sum_congr rfl fun b _ => by
      linear_combination
        p a * p b * (2 * h * indepDiff F h (a, b) + (F a h - F b (-h))) * hq a b
  rw [hp.total] at m2
  have d := mean_sq_dev hpair (indepDiff F h) 0
  have dA := mean_sq_dev hp (fun w => F w h) 0
  have dB := mean_sq_dev hp (fun w => F w (-h)) 0
  simp only [sub_zero] at d dA dB
  linear_combination m2 - 4 * h ^ 2 * d + dA + dB
    - (2 * h * mean (pairWeight p) (indepDiff F h)
      + (mean p (fun w => F w h) - mean p (fun w => F w (-h)))) * m1
```

## (f) An explicit lower bound for independent samples

For an L-Lipschitz response and h > 0, bound the variance of I from below by the noise at t = 0:

Var₂ I ≥ Var F(·,0)/(4h²) − L²/2.

**Solution.** F(w,0) differs from F(w,h) and from F(w,−h) by at most Lh. Part (b) with d = Lh gives

Var F(·,0) ≤ 2 Var F(·,h) + 2L²h²,

Var F(·,0) ≤ 2 Var F(·,−h) + 2L²h².

Add the two lines, halve the result and insert (e):

Var F(·,0) ≤ 4h² Var₂ I + 2L²h².

Division by 4h² finishes the argument. The two inequalities are `a` and `b` in the proof, and `c` is part (e).

```lean
/-- For an `L`-Lipschitz response and every step `h > 0`, the independent-sample variance is
at least `Var F(·,0) / (4 h ^ 2) - L ^ 2 / 2`. -/
theorem indep_variance_ge (hp : IsProb p) (hF : LipschitzResponse F L) (hh : 0 < h) :
    variance p (fun w => F w 0) / (4 * h ^ 2) - L ^ 2 / 2
      ≤ variance (pairWeight p) (indepDiff F h) := by
  have a : variance p (fun w => F w 0) ≤ 2 * variance p (fun w => F w h) + 2 * (L * h) ^ 2 :=
    variance_perturb hp fun w => by simpa [abs_of_pos hh] using hF w 0 h
  have b : variance p (fun w => F w 0)
      ≤ 2 * variance p (fun w => F w (-h)) + 2 * (L * h) ^ 2 :=
    variance_perturb hp fun w => by simpa [abs_of_pos hh] using hF w 0 (-h)
  have c := indep_variance hp F hh.ne'
  rw [sub_le_iff_le_add, div_le_iff₀ (by positivity)]
  nlinarith
```

## (g) Bounded against divergent variance

For an L-Lipschitz response, show that Var D ≤ L² for every h > 0 and that, if Var F(·,0) > 0,

Var₂ I → ∞ as h → 0⁺.

**Solution.** The first claim is (d). For the second, take any M > 0. By (f), Var₂ I exceeds M as soon as

h² < Var F(·,0) / (4M + 2L²).

In Lean, `𝓝[>] 0` means that h approaches zero through positive values, and `atTop` means growth beyond every bound. The proof starts from h⁻² → ∞, scales and shifts it into the lower bound of (f), and concludes by comparison.

The positive variance at t = 0 stands for noise that is present before the parameter is changed. With a single outcome there is none, and both estimators have variance zero. In the limiting case L = 0 the response doesn't depend on t: D vanishes, while (e) gives Var₂ I = Var F(·,0)/(2h²).

```lean
/-- For an `L`-Lipschitz response, common random numbers keep the variance of the central
difference at or below `L ^ 2` for all `h > 0`; with independent samples it diverges as `h`
decreases to zero, provided the response at zero has positive variance. -/
theorem common_bounded_indep_diverges (hp : IsProb p) (hF : LipschitzResponse F L) :
    (∀ h : ℝ, 0 < h → variance p (commonDiff F h) ≤ L ^ 2) ∧
    (0 < variance p (fun w => F w 0) →
      Tendsto (fun h => variance (pairWeight p) (indepDiff F h)) (𝓝[>] 0) atTop) := by
  refine ⟨fun h hh => common_variance_le hp hF hh, fun hv => ?_⟩
  have t1 : Tendsto (fun h : ℝ => (h⁻¹) ^ 2) (𝓝[>] 0) atTop :=
    (tendsto_pow_atTop two_ne_zero).comp tendsto_inv_nhdsGT_zero
  have t2 : Tendsto (fun h : ℝ => variance p (fun w => F w 0) / 4 * (h⁻¹) ^ 2 + -(L ^ 2 / 2))
      (𝓝[>] 0) atTop :=
    tendsto_atTop_add_const_right _ _ (t1.const_mul_atTop (by positivity))
  -- the explicit lower bound forces the divergence
  refine tendsto_atTop_mono' _ ?_ t2
  filter_upwards [self_mem_nhdsWithin] with h hh
  have e : variance p (fun w => F w 0) / 4 * (h⁻¹) ^ 2 + -(L ^ 2 / 2)
      = variance p (fun w => F w 0) / (4 * h ^ 2) - L ^ 2 / 2 := by ring
  exact e.trans_le (indep_variance_ge hp hF hh)
```

## (h) A random sign that attains the bound

Let σ be 1 or −1 with probability 1/2 each, let L ≥ 0, and set F = σ(1 + Lt). Show that this response is L-Lipschitz with Var F(·,0) = 1, and that for every h > 0

Var D = L².

**Solution.** Since |σ| = 1, |F(σ,s) − F(σ,t)| = L|s − t|. At t = 0 the response is σ, with mean zero and square one, so its variance is one. The central difference is

D = σ[(1 + Lh) − (1 − Lh)]/(2h) = σL,

which has mean zero and variance L². The sign is a function on the two-element type `Bool`.

```lean
/-- A random sign, `1` or `-1`. -/
def sgn : Bool → ℝ
  | true => 1
  | false => -1
```

The theorem also confirms that the weights are a probability distribution, so the example meets every hypothesis of (g). The formula D = σL is `hc`; the variances are then two-term sums.

```lean
/-- The bound `L ^ 2` is sharp: for `L ≥ 0` and a fair random sign, the response
`± (1 + L t)` is `L`-Lipschitz, has variance one at `t = 0`, and its common-random-number
central difference has variance exactly `L ^ 2` for every `h > 0`. -/
theorem common_variance_sharp (hL : 0 ≤ L) :
    IsProb (fun _ : Bool => (1 / 2 : ℝ)) ∧
    LipschitzResponse (fun w t => sgn w * (1 + L * t)) L ∧
    variance (fun _ => 1 / 2) (fun w => sgn w * (1 + L * 0)) = 1 ∧
    ∀ h : ℝ, 0 < h →
      variance (fun _ => 1 / 2) (commonDiff (fun w t => sgn w * (1 + L * t)) h) = L ^ 2 := by
  refine ⟨⟨fun _ => by norm_num, by rw [Fintype.sum_bool]; norm_num⟩, ?_, ?_, ?_⟩
  · intro w s t
    have e : sgn w * (1 + L * s) - sgn w * (1 + L * t) = sgn w * (L * (s - t)) := by ring
    have hs : |sgn w| = 1 := by cases w <;> simp [sgn]
    exact le_of_eq (by rw [e, abs_mul, hs, one_mul, abs_mul, abs_of_nonneg hL])
  · simp only [variance, mean, Fintype.sum_bool, sgn]
    ring
  · intro h hh
    have hc : ∀ w, commonDiff (fun w t => sgn w * (1 + L * t)) h w = sgn w * L := by
      intro w
      rw [commonDiff, div_eq_iff (by positivity)]
      ring
    have hf : commonDiff (fun w t => sgn w * (1 + L * t)) h = fun w => sgn w * L := funext hc
    rw [hf]
    simp only [variance, mean, Fintype.sum_bool, sgn]
    ring

end

end CommonRandomNumbers
```

```lean
#print axioms CommonRandomNumbers.common_bounded_indep_diverges
#print axioms CommonRandomNumbers.common_variance_sharp
```

```
'CommonRandomNumbers.common_bounded_indep_diverges' depends on axioms: [propext, Classical.choice, Quot.sound]
'CommonRandomNumbers.common_variance_sharp' depends on axioms: [propext, Classical.choice, Quot.sound]
```

## Parameter sensitivity in a Langevin simulation

Let t shift a force-field parameter, and let F be the time-averaged energy of a trajectory. With common random numbers, the trajectories at h and −h use the same seed and so the same sequence of random kicks; the energies are subtracted, divided by 2h and averaged over many seeds. The bounds above apply to such a sensitivity if the set of seeds is finite and the energy at fixed seed is Lipschitz for t between −h and h, which chaotic dynamics may allow only with a very large L.

For the random-sign response of (h), the two variances can be compared exactly. By (e), its independent estimator has variance 1/(2h²) + L²/2. For L = 1 and h = 0.01 this is 5000.5, against 1 with common random numbers, so about 5000 times as many pairs of runs are needed for the same standard error.
